# No continuous choice of SU(2) spinor matrix for all rotations

There is no continuous map $s:\mathrm{SO}(3)\to\mathrm{SU}(2)$ satisfying

$$s(R)\,(a\cdot\sigma)\,s(R)^\dagger=(Ra)\cdot\sigma$$

for every rotation $R$ and every real vector $a$. Here $a\cdot\sigma=a_0\sigma_x+a_1\sigma_y+a_2\sigma_z$, with indices starting at 0. The map need not be a homomorphism. Moreover, any $s$ obeying this law is discontinuous somewhere on each loop $R_0R_z(t)$, where $R_0$ is a fixed rotation and $R_z(t)$ turns by $t$ about the z axis.

## The sign change over a full turn

Suppose $V\in\mathrm{SU}(2)$ implements $R_z(t)$. Since $V$ is unitary, the conjugation law can be written as

$$V(a\cdot\sigma)=\bigl((R_z(t)a)\cdot\sigma\bigr)V.$$

For $a$ along z this reads $V\sigma_z=\sigma_zV$. Its $(0,1)$ entry is $-V_{01}=V_{01}$, so $V_{01}=0$. For $a$ along x it reads $V\sigma_x=(\cos t\,\sigma_x+\sin t\,\sigma_y)V$, whose $(0,1)$ entry is

$$V_{00}=(\cos t-i\sin t)V_{11}=e^{-it}V_{11}.$$

The determinant condition now gives $V_{00}V_{11}=1$, hence $V_{00}^2=e^{-it}$.

Let $f$ be any continuous function with $f(t)^2=e^{-it}$, and let $g(t)=e^{-it/2}$. The quotient $f/g$ is continuous and takes only the values $\pm1$, so it is constant on the real line. As $g(0)=1$ and $g(2\pi)=-1$, we get $f(2\pi)=-f(0)$.

Given $s$ and $R_0$, set $W(t)=s(R_0)^\dagger s(R_0R_z(t))$. The conjugation law gives

$$W(t)(a\cdot\sigma)W(t)^\dagger=s(R_0)^\dagger\bigl((R_0R_z(t)a)\cdot\sigma\bigr)s(R_0)=(R_z(t)a)\cdot\sigma.$$

So $W(t)_{00}^2=e^{-it}$. If $s$ were continuous at every point of the loop, $f(t)=W(t)_{00}$ would be continuous and would change sign over $2\pi$. But $R_z(2\pi)=R_z(0)$ forces $f(2\pi)=f(0)$. Thus $f(0)=0$, contradicting $f(0)^2=1$.

## Rotations, spin matrices and lifts in Lean

```lean
import Mathlib

open Matrix

namespace NoContinuousSpinorSign

noncomputable section
```

The matrix $a\cdot\sigma$ is written out in the basis where $\sigma_z$ is diagonal.

```lean
/-- The spin matrix `a · σ` of a real vector `a`. -/
def pauliDot (a : Fin 3 → ℝ) : Matrix (Fin 2) (Fin 2) ℂ :=
  !![(a 2 : ℂ), (a 0 : ℂ) - (a 1 : ℂ) * Complex.I;
     (a 0 : ℂ) + (a 1 : ℂ) * Complex.I, -(a 2 : ℂ)]
```

Both groups are sets of matrices, and continuity refers to the topology inherited from the matrix entries.

```lean
/-- The proper rotations of three-dimensional space. -/
def SO3 : Set (Matrix (Fin 3) (Fin 3) ℝ) := {R | R * Rᵀ = 1 ∧ R.det = 1}

/-- The unitary 2 × 2 matrices of determinant one. -/
def SU2 : Set (Matrix (Fin 2) (Fin 2) ℂ) := {U | U * Uᴴ = 1 ∧ U.det = 1}
```

The sign convention for `rotZ` is that positive $t$ turns x towards y.

```lean
/-- The rotation about the z axis by the angle `t`. -/
def rotZ (t : ℝ) : Matrix (Fin 3) (Fin 3) ℝ :=
  !![Real.cos t, -Real.sin t, 0; Real.sin t, Real.cos t, 0; 0, 0, 1]
```

`IsSpinLift` contains only the conjugation law; it assumes neither continuity nor multiplicativity.

```lean
/-- A choice of spinor matrix `s R` for each rotation `R`, with
`s(R) (a · σ) s(R)† = (R a) · σ` for every real vector `a`. -/
def IsSpinLift (s : SO3 → SU2) : Prop :=
  ∀ (R : SO3) (a : Fin 3 → ℝ),
    (s R).1 * pauliDot a * ((s R).1)ᴴ = pauliDot (R.1 *ᵥ a)
```

The identity $\sin^2t+\cos^2t=1$ supplies orthogonality and unit determinant.

```lean
/-- Rotations about the z axis are proper rotations. -/
theorem rotZ_mem (t : ℝ) : rotZ t ∈ SO3 := by
  have h := Real.sin_sq_add_cos_sq t
  unfold rotZ SO3
  generalize Real.cos t = c at *
  generalize Real.sin t = d at *
  constructor
  · ext i j
    fin_cases i <;> fin_cases j <;>
      simp [Matrix.mul_apply, Fin.sum_univ_three] <;>
      first | ring1 | linear_combination h
  · rw [Matrix.det_fin_three]
    simp
    linear_combination h
```

The loop `turn R₀ t` is $R_0R_z(t)$: the z rotation acts first. Its continuity follows entry by entry.

```lean
/-- The rotation `R₀` preceded by a turn about the z axis by the angle `t`. -/
def turn (R₀ : SO3) (t : ℝ) : SO3 :=
  ⟨R₀.1 * rotZ t, by
    obtain ⟨h1, h2⟩ := R₀.2
    obtain ⟨h3, h4⟩ := rotZ_mem t
    constructor
    · rw [Matrix.transpose_mul, Matrix.mul_assoc, ← Matrix.mul_assoc (rotZ t), h3,
        Matrix.one_mul, h1]
    · rw [Matrix.det_mul, h2, h4, one_mul]⟩

/-- The rotation `turn R₀ t` depends continuously on the angle `t`. -/
theorem continuous_turn (R₀ : SO3) : Continuous (turn R₀) := by
  have h : Continuous rotZ := by
    refine continuous_matrix fun i j => ?_
    fin_cases i <;> fin_cases j <;> simp [rotZ] <;> fun_prop
  exact Continuous.subtype_mk (continuous_const.matrix_mul h) _
```

## From the phase to the contradiction

The next lemma compares $f$ with $g$. Connectedness enters through `isPreconnected_univ.eq_or_eq_neg_of_sq_eq`, which gives one sign for the whole line.

```lean
/-- A continuous square root of the phase `exp(-it)` changes sign when `t` runs
from `0` to `2π`. -/
theorem sqrt_phase_changes_sign (f : ℝ → ℂ) (hf : Continuous f)
    (hsq : ∀ t : ℝ, f t ^ 2 = Complex.exp (-((t : ℂ) * Complex.I))) :
    f (2 * Real.pi) = -f 0 := by
  let g : ℝ → ℂ := fun t => Complex.exp (-((t : ℂ) / 2 * Complex.I))
  have hg : Continuous g := by
    dsimp only [g]
    fun_prop
  have hfg : Set.EqOn (f ^ 2) (g ^ 2) Set.univ := by
    intro t _
    change f t ^ 2 = Complex.exp (-((t : ℂ) / 2 * Complex.I)) ^ 2
    rw [hsq t, ← Complex.exp_nat_mul]
    congr 1
    push_cast
    ring
  have g0 : g 0 = 1 := by simp [g]
  have g1 : g (2 * Real.pi) = -1 := by
    change Complex.exp (-(((2 * Real.pi : ℝ) : ℂ) / 2 * Complex.I)) = -1
    rw [show -(((2 * Real.pi : ℝ) : ℂ) / 2 * Complex.I) = -((Real.pi : ℂ) * Complex.I) by
      push_cast; ring, Complex.exp_neg, Complex.exp_pi_mul_I]
    norm_num
  -- on the connected line, `f` is globally `g` or globally `-g`
  rcases isPreconnected_univ.eq_or_eq_neg_of_sq_eq hf.continuousOn hg.continuousOn hfg
    (fun {t} _ => Complex.exp_ne_zero _) with h | h
  · rw [h (Set.mem_univ (2 * Real.pi)), h (Set.mem_univ (0 : ℝ)), g0, g1]
  · have h1 : f (2 * Real.pi) = -g (2 * Real.pi) := h (Set.mem_univ _)
    have h0 : f 0 = -g 0 := h (Set.mem_univ _)
    rw [h1, h0, g0, g1]
```

In the following proof, `key` is the law with $V^\dagger$ moved to the right-hand side. `h01` and `h2` are the two matrix-entry equations, and the final `linear_combination` joins them to the determinant.

```lean
/-- If `V` in SU(2) implements the rotation about z by the angle `t`, the square of its
upper left entry is `exp(-it)`. -/
theorem entry_sq_of_rotZ (V : Matrix (Fin 2) (Fin 2) ℂ) (hV : V ∈ SU2) (t : ℝ)
    (h : ∀ a, V * pauliDot a * Vᴴ = pauliDot (rotZ t *ᵥ a)) :
    V 0 0 ^ 2 = Complex.exp (-((t : ℂ) * Complex.I)) := by
  obtain ⟨hu, hdet⟩ := hV
  have hu' : Vᴴ * V = 1 := mul_eq_one_comm.mp hu
  have key : ∀ a, V * pauliDot a = pauliDot (rotZ t *ᵥ a) * V := by
    intro a
    rw [← h a, Matrix.mul_assoc (V * pauliDot a), hu', Matrix.mul_one]
  -- the z axis is fixed, so the off-diagonal entry vanishes
  have h01 : V 0 1 = 0 := by
    have h1 := congrFun (congrFun (key ![0, 0, 1]) 0) 1
    simp [pauliDot, rotZ, Matrix.mul_apply, Fin.sum_univ_two, Matrix.mulVec, dotProduct,
      Fin.sum_univ_three] at h1
    first | exact h1 | linear_combination (-1 / 2 : ℂ) * h1
  -- the x axis turns by `t`, which fixes the ratio of the diagonal entries
  have h2 : V 0 0 = (Complex.cos t - Complex.sin t * Complex.I) * V 1 1 := by
    have h1 := congrFun (congrFun (key ![1, 0, 0]) 0) 1
    simp [pauliDot, rotZ, Matrix.mul_apply, Fin.sum_univ_two, Matrix.mulVec, dotProduct,
      Fin.sum_univ_three] at h1
    linear_combination h1
  have he : Complex.exp (-((t : ℂ) * Complex.I))
      = Complex.cos t - Complex.sin t * Complex.I := by
    rw [show -((t : ℂ) * Complex.I) = (-(t : ℂ)) * Complex.I by ring, Complex.exp_mul_I,
      Complex.cos_neg, Complex.sin_neg]
    ring
  rw [Matrix.det_fin_two] at hdet
  rw [he]
  linear_combination V 0 0 * h2 + (Complex.cos t - Complex.sin t * Complex.I) * hdet
    + (Complex.cos t - Complex.sin t * Complex.I) * V 1 0 * h01
```

The relative matrix $W(t)$ is treated next: it belongs to SU(2) and implements $R_z(t)$.

```lean
/-- For a spin lift `s`, the relative spinor matrix `s(R₀)† s(R₀ R_z(t))` lies in SU(2) and
implements the rotation about z by the angle `t`. -/
theorem relative_lift (s : SO3 → SU2) (hs : IsSpinLift s) (R₀ : SO3) (t : ℝ) :
    ((s R₀).1)ᴴ * (s (turn R₀ t)).1 ∈ SU2 ∧
    ∀ a, (((s R₀).1)ᴴ * (s (turn R₀ t)).1) * pauliDot a *
      (((s R₀).1)ᴴ * (s (turn R₀ t)).1)ᴴ = pauliDot (rotZ t *ᵥ a) := by
  have hc : ∀ a, (s (turn R₀ t)).1 * pauliDot a * ((s (turn R₀ t)).1)ᴴ
      = (s R₀).1 * pauliDot (rotZ t *ᵥ a) * ((s R₀).1)ᴴ := by
    intro a
    refine (hs _ a).trans (Eq.trans ?_ (hs R₀ _).symm)
    rw [Matrix.mulVec_mulVec]
    rfl
  obtain ⟨hA, dA⟩ := (s R₀).2
  obtain ⟨hB, dB⟩ := (s (turn R₀ t)).2
  generalize (s R₀).1 = A at *
  generalize (s (turn R₀ t)).1 = B at *
  have hA' : Aᴴ * A = 1 := mul_eq_one_comm.mp hA
  refine ⟨⟨?_, ?_⟩, fun a => ?_⟩
  · rw [Matrix.conjTranspose_mul, Matrix.conjTranspose_conjTranspose]
    calc Aᴴ * B * (Bᴴ * A) = Aᴴ * (B * Bᴴ) * A := by simp only [Matrix.mul_assoc]
      _ = 1 := by rw [hB, Matrix.mul_one, hA']
  · rw [Matrix.det_mul, Matrix.det_conjTranspose, dA, dB, star_one, one_mul]
  · rw [Matrix.conjTranspose_mul, Matrix.conjTranspose_conjTranspose]
    calc Aᴴ * B * pauliDot a * (Bᴴ * A) = Aᴴ * (B * pauliDot a * Bᴴ) * A := by
          simp only [Matrix.mul_assoc]
      _ = (Aᴴ * A) * pauliDot (rotZ t *ᵥ a) * (Aᴴ * A) := by
          rw [hc a]; simp only [Matrix.mul_assoc]
      _ = pauliDot (rotZ t *ᵥ a) := by rw [hA', Matrix.one_mul, Matrix.mul_one]
```

Assuming continuity along the loop, `hper` and `hneg` record the two incompatible values of $f(2\pi)$. The theorem locates a discontinuity of $s$ on the loop, but does not say at which angle.

```lean
/-- Every spin lift is discontinuous at some point of each loop `R₀ R_z(t)`. -/
theorem discontinuous_on_every_loop (s : SO3 → SU2) (hs : IsSpinLift s) (R₀ : SO3) :
    ∃ t : ℝ, ¬ ContinuousAt s (turn R₀ t) := by
  by_contra hcon
  have hc : ∀ t, ContinuousAt s (turn R₀ t) := fun t => by
    by_contra h
    exact hcon ⟨t, h⟩
  have hst : Continuous fun t => s (turn R₀ t) :=
    continuous_iff_continuousAt.2 fun t =>
      ContinuousAt.comp (hc t) (continuous_turn R₀).continuousAt
  let f : ℝ → ℂ := fun t => (((s R₀).1)ᴴ * (s (turn R₀ t)).1) 0 0
  have hf : Continuous f :=
    (continuous_const.matrix_mul (continuous_subtype_val.comp hst)).matrix_elem 0 0
  have hsq : ∀ t : ℝ, f t ^ 2 = Complex.exp (-((t : ℂ) * Complex.I)) := fun t =>
    entry_sq_of_rotZ _ (relative_lift s hs R₀ t).1 t (relative_lift s hs R₀ t).2
  -- the loop of rotations closes after `2π`, but the entry has changed sign
  have hloop : turn R₀ (2 * Real.pi) = turn R₀ 0 := Subtype.ext (by simp [turn, rotZ])
  have hper : f (2 * Real.pi) = f 0 := by
    dsimp only [f]
    rw [hloop]
  have hneg := sqrt_phase_changes_sign f hf hsq
  have hzero : f 0 = 0 := by linear_combination (1 / 2 : ℂ) * hneg - (1 / 2 : ℂ) * hper
  have h0 := hsq 0
  rw [hzero] at h0
  simp at h0
```

Taking $R_0=1$ excludes a globally continuous lift.

```lean
/-- There is no continuous map `s` from SO(3) to SU(2) with
`s(R) (a · σ) s(R)† = (R a) · σ` for every rotation `R` and every real vector `a`. -/
theorem no_continuous_spin_lift : ¬ ∃ s : SO3 → SU2, Continuous s ∧ IsSpinLift s := by
  rintro ⟨s, hcont, hs⟩
  obtain ⟨t, ht⟩ := discontinuous_on_every_loop s hs ⟨1, by simp [SO3]⟩
  exact ht hcont.continuousAt
```

## Free phases on the z loop

Allowing any determinant removes the obstruction on the loop of z rotations. There `phaseLift` equals $\mathrm{diag}(1,e^{it})$, which returns to itself after $2\pi$ and has determinant $e^{it}$.

```lean
/-- The diagonal matrix with entries `1` and `R₀₀ + i R₁₀`. -/
def phaseLift (R : Matrix (Fin 3) (Fin 3) ℝ) : Matrix (Fin 2) (Fin 2) ℂ :=
  !![1, 0; 0, (R 0 0 : ℂ) + (R 1 0 : ℂ) * Complex.I]
```

The theorem proves unitarity and the conjugation law only for rotations about z; it provides no U(2) choice over all of SO(3).

```lean
/-- The map `phaseLift` is continuous, and at each rotation about the z axis its value is a unitary
matrix that implements that rotation. -/
theorem continuous_choice_in_U2 :
    Continuous phaseLift ∧ ∀ t : ℝ,
      phaseLift (rotZ t) * (phaseLift (rotZ t))ᴴ = 1 ∧
      ∀ a, phaseLift (rotZ t) * pauliDot a * (phaseLift (rotZ t))ᴴ
        = pauliDot (rotZ t *ᵥ a) := by
  constructor
  · refine continuous_matrix fun i j => ?_
    fin_cases i <;> fin_cases j <;> simp [phaseLift] <;> fun_prop
  · intro t
    have h := Real.sin_sq_add_cos_sq t
    unfold rotZ
    generalize Real.cos t = c at *
    generalize Real.sin t = d at *
    refine ⟨?_, fun a => ?_⟩
    · ext i j
      fin_cases i <;> fin_cases j <;>
        simp [phaseLift, Matrix.mul_apply, Fin.sum_univ_two, Complex.ext_iff]
      (try refine ⟨?_, ?_⟩) <;> first | ring1 | linear_combination h
    · ext i j
      fin_cases i <;> fin_cases j <;>
        simp [phaseLift, pauliDot, Matrix.mul_apply, Fin.sum_univ_two, Matrix.mulVec,
          dotProduct, Fin.sum_univ_three, Complex.ext_iff] <;>
        (try refine ⟨?_, ?_⟩) <;>
        first | ring1 | linear_combination (-(a 2)) * h | linear_combination (a 2) * h

end

end NoContinuousSpinorSign
```

```lean
#print axioms NoContinuousSpinorSign.no_continuous_spin_lift
#print axioms NoContinuousSpinorSign.continuous_choice_in_U2
```

```
'NoContinuousSpinorSign.no_continuous_spin_lift' depends on axioms: [propext, Classical.choice, Quot.sound]
'NoContinuousSpinorSign.continuous_choice_in_U2' depends on axioms: [propext, Classical.choice, Quot.sound]
```

## Sign tracking in a spinor code

Suppose a program rotates the spinor of a single spin one-half by an SU(2) matrix and is given only the rotation matrix. Exactly two SU(2) matrices, $U$ and $-U$, implement that rotation, and the program must choose one. Requiring $\operatorname{tr}U\ge0$ makes the choice jump at $t=\pi$ for z rotations, where $\operatorname{tr}U=\pm2\cos(t/2)$. Along a finely sampled path, one can instead choose the sign that makes $\operatorname{tr}(U_{\rm old}^\dagger U_{\rm new})$ positive. This removes the jumps, but after one full turn the stored matrix is minus the initial one. For the spin alone this sign is an unobservable global phase, and it cancels in a density matrix transformed as $U\rho U^\dagger$. It matters when the rotated spinor is superposed with an unrotated one, as in an interferometer that turns the spin in one arm only.
